# Charges at n distinct points on a line are determined by their first n moments

## Sites, charges and moments

Place $n$ point charges on a line. The sites are numbered $i = 0, \dots, n-1$; site $i$ has position $x_i$ and carries the real charge $q_i$. The moment of order $k$ about the coordinate origin is

$$m_k = \sum_{i} q_i\, x_i^k .$$

Thus $m_0$ is the total charge, $m_1$ the dipole moment along the line and $m_2$ the second moment, with no factor $1/k!$ and no trace removed. The convention $0^0 = 1$ makes a charge at the origin count in $m_0$. In Gaussian units these numbers are the coefficients of the potential on the axis, $\sum_k m_k/z^{k+1}$, at any $z$ larger than every $|x_i|$. Moments about another point $a$ are obtained by using the positions $x_i - a$.

The positions are held fixed and the charges are the unknowns. If the positions are distinct, every list of values $m_0, \dots, m_{n-1}$ belongs to exactly one set of charges.

The code works with real polynomials, written `ℝ[X]`.

In Lean 4 with Mathlib:

```lean
import Mathlib

open Polynomial

namespace ChargesFromMoments

noncomputable section
```

Charges and positions are both functions `Fin n → ℝ`, where `Fin n` is the set of indices $0, \dots, n-1$. The order `k` in `moment q x k` may be any natural number. The definition requires neither distinct nor ordered positions; distinctness enters later as the hypothesis `Function.Injective x`, which says that different indices have different positions.

```lean
/-- The moment of order `k` about the origin of charges `q i` at positions `x i` on a line. -/
def moment {n : ℕ} (q x : Fin n → ℝ) (k : ℕ) : ℝ := ∑ i, q i * x i ^ k
```

## A potential that sees only one site

To isolate the charge at site $i$, take an external potential that vanishes at all the other sites:

$$p_i(X) = \prod_{j \ne i} (X - x_j).$$

It serves as a mathematical probe, and its coefficients depend only on the positions. In the code, the product runs over `Finset.univ.erase i`, which is all sites except $i$.

```lean
/-- The probe potential of site `i`: the product of the factors `X - x j` over all other
sites `j`. -/
def probe {n : ℕ} (x : Fin n → ℝ) (i : Fin n) : ℝ[X] :=
  ∏ j ∈ Finset.univ.erase i, (X - C (x j))
```

There are $n-1$ factors, each with leading coefficient one. The product therefore has degree $n-1$ and leading coefficient one. For a single site the product is empty and $p_0 = 1$.

The lemma writes the degree statement as degree plus one equals $n$, which avoids subtraction of natural numbers. Its proof uses the facts that a product of monic polynomials is monic and that their degrees add.

```lean
/-- The probe potential for `n` sites has leading coefficient one and degree one less
than `n`. -/
theorem probe_monic {n : ℕ} (x : Fin n → ℝ) (i : Fin n) :
    (probe x i).Monic ∧ (probe x i).natDegree + 1 = n := by
  refine ⟨monic_prod_of_monic _ _ (fun j _ => monic_X_sub_C _), ?_⟩
  have hd : (probe x i).natDegree = n - 1 := by
    rw [probe, natDegree_prod_of_monic _ _ (fun j _ => monic_X_sub_C _)]
    simp
  have hn := i.pos
  omega
```

## The energy in a polynomial potential

Let $P(X) = \sum_{k<N} c_k X^k$ be an external potential of degree below $N$. The interaction energy of the charges with it is

$$\sum_i q_i P(x_i) = \sum_i q_i \sum_{k<N} c_k x_i^k = \sum_{k<N} c_k \sum_i q_i x_i^k = \sum_{k<N} c_k\, m_k .$$

The energy thus depends on the charges only through the moments below order $N$. The mutual repulsion and attraction of the charges are not part of it.

The proof follows this line: `Finset.sum_comm` exchanges the two sums, and `eval_eq_sum_range'` expands $P(x_i)$ in powers. The sites need not be distinct, and $N$ is independent of $n$.

```lean
/-- The energy of the charges in a polynomial external potential of degree below `N` is the
sum of the coefficients of the potential times the moments of order below `N`. -/
theorem energy_eq_sum_moments {n N : ℕ} (q x : Fin n → ℝ) (P : ℝ[X])
    (hP : P.natDegree < N) :
    ∑ i, q i * P.eval (x i) = ∑ k : Fin N, P.coeff k * moment q x k := by
  simp only [moment, Finset.mul_sum]
  rw [Finset.sum_comm]
  refine Finset.sum_congr rfl fun i _ => ?_
  rw [eval_eq_sum_range' hP, Finset.sum_range, Finset.mul_sum]
  exact Finset.sum_congr rfl fun k _ => by ring
```

## Isolating one charge

Now put $P = p_i$ and write $p_i(X) = \sum_{k<n} c_{ik} X^k$. In the energy $\sum_j q_j\, p_i(x_j)$ every term with $j \ne i$ vanishes, because $p_i$ contains the factor $X - x_j$. One term remains:

$$q_i \prod_{j \ne i} (x_i - x_j) = \sum_{k<n} c_{ik}\, m_k .$$

For two sites and $i = 0$ this reads $q_0 (x_0 - x_1) = m_1 - x_1 m_0$, which can be confirmed by inserting the moments.

In the proof, the energy lemma turns the right-hand side back into an energy, and `Finset.sum_eq_single i` keeps the term of site $i$. The identity holds for coinciding sites too. For a site that shares its position with another, the left-hand side is zero whatever the charge, so the identity does not determine that charge; it says that the combination of moments on the right vanishes.

```lean
/-- The charge at site `i`, times the product of its signed separations `x i - x j` from the other
sites, is a combination of the first `n` moments with the coefficients of the probe potential. -/
theorem charge_mul_separations {n : ℕ} (q x : Fin n → ℝ) (i : Fin n) :
    q i * ∏ j ∈ Finset.univ.erase i, (x i - x j) =
      ∑ k : Fin n, (probe x i).coeff k * moment q x k := by
  have hdeg : (probe x i).natDegree < n := by
    have h := (probe_monic x i).2
    omega
  rw [← energy_eq_sum_moments q x (probe x i) hdeg, Finset.sum_eq_single i]
  · rw [probe, eval_prod]
    simp only [eval_sub, eval_X, eval_C]
  · -- the probe potential vanishes at every other site
    intro j _ hj
    have h0 : (probe x i).eval (x j) = 0 := by
      rw [probe, eval_prod]
      exact Finset.prod_eq_zero (Finset.mem_erase.mpr ⟨hj, Finset.mem_univ j⟩) (by simp)
    rw [h0, mul_zero]
  · simp
```

For distinct sites each factor $x_i - x_j$ with $j \ne i$ is nonzero, and so is the product.

```lean
/-- For distinct sites the product of the separations of one site from all others is
nonzero. -/
theorem separations_ne_zero {n : ℕ} {x : Fin n → ℝ} (hx : Function.Injective x)
    (i : Fin n) : ∏ j ∈ Finset.univ.erase i, (x i - x j) ≠ 0 :=
  Finset.prod_ne_zero_iff.mpr fun _ hj =>
    sub_ne_zero.mpr fun h => Finset.ne_of_mem_erase hj (hx h).symm
```

## Vanishing moments leave no charge

Suppose $m_0 = \dots = m_{n-1} = 0$. The right-hand side of the identity is then zero, so

$$q_i \prod_{j \ne i} (x_i - x_j) = 0 .$$

The product is nonzero, hence $q_i = 0$. This holds for every $i$.

The statement `q = 0` is an equality of functions, and `funext i` reduces it to one site at a time. The remaining lines are the argument just given.

```lean
/-- If the first `n` moments of charges at `n` distinct points vanish, all charges are
zero. -/
theorem charges_eq_zero {n : ℕ} {q x : Fin n → ℝ} (hx : Function.Injective x)
    (h0 : ∀ k : Fin n, moment q x k = 0) : q = 0 := by
  funext i
  have h := charge_mul_separations q x i
  simp only [h0, mul_zero, Finset.sum_const_zero] at h
  exact (mul_eq_zero.mp h).resolve_right (separations_ne_zero hx i)
```

## Every list of moments is realised once

The map $L : (q_0, \dots, q_{n-1}) \mapsto (m_0, \dots, m_{n-1})$ is linear, since each moment is a linear function of the charges. If two sets of charges have the same first $n$ moments, their difference has vanishing moments and is therefore zero, so $L$ is injective. It maps an $n$-dimensional space to an $n$-dimensional space. With a trivial kernel its rank is $n$, so it is also surjective. Surjectivity gives charges for every prescribed list, and injectivity says that there is only one such set.

In the theorem, `m : Fin n → ℝ` is the prescribed list and `∃!` means "there is exactly one". The proof builds `L` together with its linearity, obtains `inj` from the previous theorem, and passes to surjectivity with `LinearMap.injective_iff_surjective`.

```lean
/-- For `n` distinct points on the line and any prescribed values of the first `n` moments,
there is exactly one choice of real charges with these moments. -/
theorem existsUnique_charges {n : ℕ} {x : Fin n → ℝ} (hx : Function.Injective x)
    (m : Fin n → ℝ) : ∃! q : Fin n → ℝ, ∀ k : Fin n, moment q x k = m k := by
  -- the linear map from charges to moments
  let L : (Fin n → ℝ) →ₗ[ℝ] (Fin n → ℝ) :=
    { toFun := fun q k => moment q x k
      map_add' := by
        intro p q
        ext k
        simp [moment, add_mul, Finset.sum_add_distrib]
      map_smul' := by
        intro c q
        ext k
        simp [moment, Finset.mul_sum, mul_assoc] }
  have inj : Function.Injective L :=
    (injective_iff_map_eq_zero L).mpr fun q hq => charges_eq_zero hx fun k => congrFun hq k
  -- equal finite dimensions turn uniqueness into existence
  obtain ⟨q, hq⟩ := LinearMap.injective_iff_surjective.mp inj m
  refine ⟨q, fun k => congrFun hq k, fun p hp => inj ?_⟩
  rw [hq]
  exact funext hp
```

For point-charge models of linear molecules this is a count of parameters: charges at $n$ distinct fixed sites on the axis can reproduce exactly the first $n$ coefficients, those of $1/z, \dots, 1/z^n$, in the long-range potential of the molecule on its axis, and no freedom is then left in the charges. These coefficients are the values to prescribe as $m_k$. From $k = 2$ on they in general differ from the integrals of the molecule's charge density times $z^k$, because its charge also extends off the axis. The theorem does not treat sites off the line, and it puts no bound on the size of the charges.

## Two sites at the same place

Let $n = 2$ and $x_0 = x_1 = 1$. The charges $q_0 = 1$ and $q_1 = -1$ have $m_k = 1 - 1 = 0$ for every $k$, yet they are not zero, so uniqueness fails. Existence fails as well: every choice of charges has $m_1 = m_0$, and the list $m_0 = 0$, $m_1 = 1$ is out of reach.

The same pair of opposite charges works whenever two sites $a \ne b$ coincide, with all other charges set to zero. Unique solvability for all lists therefore holds exactly when the sites are distinct.

For the direction from solvability to distinctness, the proof assumes $x_a = x_b$ with $a \ne b$ and prescribes vanishing moments. Both the zero charges and the pair `Pi.single a 1 - Pi.single b 1` satisfy this prescription, so uniqueness would make them equal. At site $a$ that gives $1 = 0$.

```lean
/-- Every list of `n` moments is realised by exactly one set of charges on the `n` given
sites if and only if the sites are distinct. -/
theorem existsUnique_charges_iff {n : ℕ} (x : Fin n → ℝ) :
    (∀ m : Fin n → ℝ, ∃! q : Fin n → ℝ, ∀ k : Fin n, moment q x k = m k) ↔
      Function.Injective x := by
  refine ⟨fun h a b hab => ?_, fun hx m => existsUnique_charges hx m⟩
  by_contra hne
  obtain ⟨p, _, hu⟩ := h 0
  have h1 := hu 0 (fun k => by simp [moment])
  -- opposite unit charges on coinciding sites have no moments
  have h2 := hu (Pi.single a 1 - Pi.single b 1) (fun k => by
    simp [moment, sub_mul, Finset.sum_sub_distrib, Pi.single_apply, ite_mul, hab])
  have h3 := congrFun (h2.trans h1.symm) a
  simp [hne] at h3
```

## The charges in terms of the moments

For distinct sites the identity for one charge can be divided by the product of separations:

$$q_i = \frac{\sum_{k<n} c_{ik}\, m_k}{\prod_{j \ne i} (x_i - x_j)} .$$

This shows that charges with the moments $m_k$ must have these values. Conversely, let $q$ be given by the formula. By the existence result some charges $p$ have the moments $m_k$, and the first direction shows that $p$ is given by the same formula. Hence $q = p$, and $q$ has the prescribed moments.

As an instance, take the sites $x = (-1, 0, 2)$ and the moments $m = (1, 1, 5)$. The probe potentials and the products of separations are

$$
\begin{aligned}
p_0 &= X(X-2) = X^2 - 2X, & (-1)(-3) &= 3,\\
p_1 &= (X+1)(X-2) = X^2 - X - 2, & (1)(-2) &= -2,\\
p_2 &= (X+1)X = X^2 + X, & (3)(2) &= 6 .
\end{aligned}
$$

The formula gives

$$q_0 = \frac{5 - 2}{3} = 1, \qquad q_1 = \frac{5 - 1 - 2}{-2} = -1, \qquad q_2 = \frac{5 + 1}{6} = 1 .$$

Inserting these charges returns $1 - 1 + 1 = 1$ for the total charge, $-1 + 0 + 2 = 1$ for the dipole moment and $1 + 0 + 4 = 5$ for the second moment.

In the code, `key` is the first direction, stated for arbitrary charges `p` so that the converse can use it again.

```lean
/-- Charges at distinct sites have the prescribed moments `m` exactly when each charge is the
combination of the `m k` with the coefficients of its probe potential, divided by the product of its
signed separations `x i - x j` from the other sites. -/
theorem moments_eq_iff {n : ℕ} {x : Fin n → ℝ} (hx : Function.Injective x)
    (q m : Fin n → ℝ) :
    (∀ k : Fin n, moment q x k = m k) ↔
      ∀ i, q i = (∑ k : Fin n, (probe x i).coeff k * m k) /
        ∏ j ∈ Finset.univ.erase i, (x i - x j) := by
  have key : ∀ p : Fin n → ℝ, (∀ k : Fin n, moment p x k = m k) →
      ∀ i, p i = (∑ k : Fin n, (probe x i).coeff k * m k) /
        ∏ j ∈ Finset.univ.erase i, (x i - x j) := by
    intro p hp i
    rw [eq_div_iff (separations_ne_zero hx i), charge_mul_separations]
    simp only [hp]
  refine ⟨key q, fun h => ?_⟩
  obtain ⟨p, hp, _⟩ := existsUnique_charges hx m
  have hqp : q = p := funext fun i => (h i).trans (key p hp i).symm
  subst hqp
  exact hp
```

## One more site than vanishing moments

Take $n + 1$ distinct sites, numbered $0, \dots, n$, and prescribe $m_k = 0$ for $k < n$ and $m_n = M$. Each probe potential now has degree $n$ and leading coefficient one, so the numerator of the formula reduces to $c_{in} M = M$, and

$$q_i = \frac{M}{\prod_{j \ne i} (x_i - x_j)} .$$

For $n = 0$ this is a single charge $M$. For $n = 1$ it is a pair of opposite charges $\pm M/(x_0 - x_1)$ with dipole moment $M$. For the sites $(-1, 0, 2)$ and $M = 6$ it gives the charges $(2, -3, 1)$, whose total charge and dipole moment vanish and whose second moment is $2 + 4 = 6$.

With $M \ne 0$ these charges are nonzero although their first $n$ moments vanish, so $n$ moments do not determine $n + 1$ charges. The word "pure" in the theorem's name refers only to the orders below $n$. Higher moments are not prescribed: in the last example the third moment is $-2 + 8 = 6$.

The proof applies the explicit formula to the list that is `M` at order `n` and zero elsewhere. The step `hs` evaluates the numerator, using `probe_monic` for the leading coefficient. The remaining lines translate between that list and the two separate conditions in the statement.

```lean
/-- Charges on `n + 1` distinct sites have vanishing moments below order `n` and moment `M` of order
`n` exactly when each charge is `M` divided by the product of its signed separations `x i - x j`
from the other sites. -/
theorem pure_multipole_iff {n : ℕ} {x : Fin (n + 1) → ℝ} (hx : Function.Injective x)
    (q : Fin (n + 1) → ℝ) (M : ℝ) :
    ((∀ k < n, moment q x k = 0) ∧ moment q x n = M) ↔
      ∀ i, q i = M / ∏ j ∈ Finset.univ.erase i, (x i - x j) := by
  have h := moments_eq_iff hx q (fun k => if (k : ℕ) = n then M else 0)
  -- only the leading coefficient of the probe potential contributes
  have hs : ∀ i, ∑ k : Fin (n + 1),
      (probe x i).coeff k * (if (k : ℕ) = n then M else 0) = M := by
    intro i
    obtain ⟨hm, hd⟩ := probe_monic x i
    have hd' : (probe x i).natDegree = n := by omega
    have hc := hm.coeff_natDegree
    rw [hd'] at hc
    rw [Finset.sum_eq_single (Fin.last n)]
    · simp [hc]
    · intro k _ hk
      have hkn : (k : ℕ) ≠ n := fun h => hk (Fin.ext h)
      simp [hkn]
    · simp
  simp only [hs] at h
  rw [← h]
  constructor
  · rintro ⟨h0, hM⟩ k
    by_cases hk : (k : ℕ) = n
    · simp [hk, hM]
    · have hlt : (k : ℕ) < n := by
        have := k.isLt
        omega
      simp [hk, h0 k hlt]
  · intro H
    refine ⟨fun k hk => ?_, ?_⟩
    · simpa [hk.ne] using H ⟨k, by omega⟩
    · simpa using H (Fin.last n)

end

end ChargesFromMoments
```

```lean
#print axioms ChargesFromMoments.existsUnique_charges
#print axioms ChargesFromMoments.existsUnique_charges_iff
#print axioms ChargesFromMoments.pure_multipole_iff
```

```
'ChargesFromMoments.existsUnique_charges' depends on axioms: [propext, Classical.choice, Quot.sound]
'ChargesFromMoments.existsUnique_charges_iff' depends on axioms: [propext, Classical.choice, Quot.sound]
'ChargesFromMoments.pure_multipole_iff' depends on axioms: [propext, Classical.choice, Quot.sound]
```
